# The uniquely matched LAPW radial function does not depend on the basis chosen for the radial pair

Let $u_0,u_1$ be two radial functions, differentiable at the muffin-tin radius $R$, whose value-slope matrix

$$S=\begin{pmatrix}u_0(R)&u_0'(R)\\u_1(R)&u_1'(R)\end{pmatrix}$$

is invertible. Let $T$ be an invertible complex $2\times2$ matrix, and replace the pair by $\tilde u_i=\sum_j T_{ij}u_j$. For every prescribed value $b_0$ and slope $b_1$ at $R$:

- exactly one coefficient vector $a$ makes $\sum_i a_iu_i$ match, and exactly one vector $\tilde a$ makes $\sum_i\tilde a_i\tilde u_i$ match;
- the two are related by $\tilde a=(T^{-1})^{t}a$;
- the two combinations are the same function;
- the matrix $M_{ij}=B(u_i,u_j)$ of any bilinear radial form $B$ becomes $TMT^{t}$.

In a linearised augmented plane wave (LAPW) calculation the pair is usually $u_l$, the regular solution of the radial equation for angular momentum $l$ at a fixed energy, and its energy derivative $\dot u_l$. The labels $0,1$ above number these two functions and are not values of $l$. For one angular-momentum channel with two radial functions and in exact arithmetic, adding a multiple of $u_l$ to $\dot u_l$ is a transformation with $\det T=1$. With $S$ invertible, it can therefore change the coefficients but not the augmented function.

## Radial functions, matching and radial matrices

```lean
import Mathlib

open Matrix

namespace LAPWMatching

noncomputable section

variable {V : Type*} [AddCommGroup V] [Module ℂ V]
```

The first line loads the mathematical library Mathlib. The `variable` line introduces $V$, an arbitrary complex vector space. Its elements will be radial functions, but several statements need only the vector-space structure.

```lean
/-- The linear combination of two radial functions with coefficients `a`. -/
def combine (a : Fin 2 → ℂ) (u : Fin 2 → V) : V := ∑ i, a i • u i
```

`Fin 2` is the index set $\{0,1\}$, so `a : Fin 2 → ℂ` is a pair of complex coefficients and `u : Fin 2 → V` a pair of vectors. The definition reads $\mathrm{combine}(a,u)=a_0u_0+a_1u_1$; the symbol `•` is multiplication by a scalar.

```lean
/-- The new pair of radial functions obtained from `u` with the rows of `T` as coefficients. -/
def recombine (T : Matrix (Fin 2) (Fin 2) ℂ) (u : Fin 2 → V) : Fin 2 → V :=
  fun i => combine (T i) u
```

This is the new pair $\tilde u_i=\sum_jT_{ij}u_j$. The expression `T i` is row $i$ of $T$, which fixes the convention that each row holds the coefficients of one new function.

```lean
/-- The value-slope matrix at the sphere radius `R`: row `i` holds the value and the radial
derivative of the function `u i`. -/
def valueSlope (R : ℝ) (u : Fin 2 → ℝ → ℂ) : Matrix (Fin 2) (Fin 2) ℂ :=
  Matrix.of fun i => ![u i R, deriv (u i) R]
```

Here radial functions are concrete: `ℝ → ℂ` is the type of complex-valued functions of a real variable. Row $i$ of the matrix is $(u_i(R),u_i'(R))$. Its determinant, $u_0(R)u_1'(R)-u_0'(R)u_1(R)$, is the Wronskian of the pair at the sphere boundary. It is nonzero exactly when neither value-slope row is a multiple of the other, so that the pair can reach every value and slope there.

```lean
/-- The function `f` has value `b 0` and slope `b 1` at the sphere radius `R`. -/
def Matches (R : ℝ) (f : ℝ → ℂ) (b : Fin 2 → ℂ) : Prop :=
  f R = b 0 ∧ deriv f R = b 1
```

`Matches R f b` is the proposition $f(R)=b_0$ and $f'(R)=b_1$. In LAPW the numbers $b_0,b_1$ come from the $(l,m)$ component of a plane wave at the sphere boundary, and they may be complex.

```lean
/-- The matrix of a bilinear radial form `B` in the pair `u`. -/
def radialMatrix (B : V →ₗ[ℂ] V →ₗ[ℂ] ℂ) (u : Fin 2 → V) : Matrix (Fin 2) (Fin 2) ℂ :=
  Matrix.of fun i j => B (u i) (u j)
```

The type `V →ₗ[ℂ] V →ₗ[ℂ] ℂ` describes a map linear in each of two arguments, so $B$ is bilinear, and $M_{ij}=B(u_i,u_j)$. Symmetry is not required. Nothing is conjugated, which suits the usual real radial functions.

```lean
/-- The radial overlap integrals over the sphere, with weight `r ^ 2` and no conjugation. -/
def overlap (R : ℝ) (u : Fin 2 → ℝ → ℂ) : Matrix (Fin 2) (Fin 2) ℂ :=
  Matrix.of fun i j => ∫ r in (0 : ℝ)..R, (r : ℂ) ^ 2 * u i r * u j r
```

The overlap is a concrete integral,

$$O_{ij}=\int_0^R r^2\,u_i(r)\,u_j(r)\,dr .$$

## The value-slope matrix becomes $TS$

```lean
/-- The slope of a combination at `R` is the same combination of the slopes. -/
theorem hasDerivAt_combine {R : ℝ} {u : Fin 2 → ℝ → ℂ}
    (hu : ∀ i, DifferentiableAt ℝ (u i) R) (a : Fin 2 → ℂ) :
    HasDerivAt (combine a u) (∑ i, a i * deriv (u i) R) R := by
  have h := ((hu 0).hasDerivAt.const_mul (a 0)).fun_add ((hu 1).hasDerivAt.const_mul (a 1))
  have e : combine a u = fun r => a 0 * u 0 r + a 1 * u 1 r := by
    funext r
    simp [combine, Fin.sum_univ_two]
  rw [e, Fin.sum_univ_two]
  exact h
```

A theorem in Lean lists its hypotheses, then a colon, then the claim; the proof follows `:= by`. The hypothesis `hu` says that both functions are differentiable at $R$. The claim is

$$\frac{d}{dr}\Big(\sum_i a_iu_i\Big)\Big|_{r=R}=\sum_i a_iu_i'(R).$$

By hand this is the rule for constant factors followed by the sum rule. The proof does the same: `const_mul` treats each term and `fun_add` adds them. The step `e` writes the combination out as $a_0u_0(r)+a_1u_1(r)$, so that the two rules apply to it.

```lean
/-- Recombining the radial functions by `T` multiplies the value-slope matrix by `T` from
the left. -/
theorem valueSlope_recombine {R : ℝ} {u : Fin 2 → ℝ → ℂ}
    (hu : ∀ i, DifferentiableAt ℝ (u i) R) (T : Matrix (Fin 2) (Fin 2) ℂ) :
    valueSlope R (recombine T u) = T * valueSlope R u := by
  ext i k
  fin_cases k
  · simp [valueSlope, recombine, combine, Matrix.mul_apply, Fin.sum_univ_two]
  · simp [valueSlope, recombine, (hasDerivAt_combine hu (T i)).deriv, Matrix.mul_apply,
      Fin.sum_univ_two]
```

The claim is $\tilde S=TS$. In the value column,

$$\tilde S_{i0}=\tilde u_i(R)=\sum_jT_{ij}u_j(R)=(TS)_{i0}.$$

In the slope column the previous theorem, with row $i$ of $T$ as coefficients, gives

$$\tilde S_{i1}=\tilde u_i'(R)=\sum_jT_{ij}u_j'(R)=(TS)_{i1}.$$

In the proof, `ext i k` reduces the matrix equation to its entries, and `fin_cases k` separates the two columns. Both radial functions must be differentiable at $R$ (the hypothesis `hu`), but $T$ need not be invertible here.

## Matching has exactly one solution

```lean
/-- If the value-slope matrix is invertible, a combination matches the boundary data `b`
exactly when its coefficients are `b` times the inverse value-slope matrix. -/
theorem matches_iff {R : ℝ} {u : Fin 2 → ℝ → ℂ}
    (hu : ∀ i, DifferentiableAt ℝ (u i) R) (hS : IsUnit (valueSlope R u).det)
    (b c : Fin 2 → ℂ) :
    Matches R (combine c u) b ↔ c = b ᵥ* (valueSlope R u)⁻¹ := by
  -- matching is a linear system for the coefficients
  have key : Matches R (combine c u) b ↔ c ᵥ* valueSlope R u = b := by
    have hv : combine c u R = ∑ i, c i * u i R := by simp [combine]
    rw [funext_iff, Fin.forall_fin_two, Matches, hv, (hasDerivAt_combine hu c).deriv]
    simp [valueSlope, Matrix.vecMul, dotProduct, Fin.sum_univ_two]
  rw [key]
  constructor
  · rintro rfl
    rw [Matrix.vecMul_vecMul, Matrix.mul_nonsing_inv _ hS, Matrix.vecMul_one]
  · rintro rfl
    rw [Matrix.vecMul_vecMul, Matrix.nonsing_inv_mul _ hS, Matrix.vecMul_one]
```

The hypothesis `hu` again says that both radial functions are differentiable at $R$, and `IsUnit (valueSlope R u).det` says $\det S\neq0$. The symbol `ᵥ*` multiplies a row vector by a matrix. The theorem says that $\sum_ic_iu_i$ matches $b$ if and only if $c=bS^{-1}$.

By hand, the matching conditions are

$$c_0u_0(R)+c_1u_1(R)=b_0,\qquad c_0u_0'(R)+c_1u_1'(R)=b_1,$$

that is, $cS=b$. Multiplying by $S^{-1}$ from the right gives $c=bS^{-1}$, and multiplying that by $S$ leads back. Written out,

$$c_0=\frac{b_0u_1'(R)-b_1u_1(R)}{\det S},\qquad c_1=\frac{b_1u_0(R)-b_0u_0'(R)}{\det S}.$$

The step `key` establishes the equivalence with $cS=b$. After `constructor`, the two bullets are the two directions. In each, `rintro rfl` substitutes the assumed equation, and the rewriting uses $SS^{-1}=1$ or $S^{-1}S=1$.

## The same function from transformed coefficients

```lean
/-- Coefficients transformed by the inverse transpose of `T` give, in the recombined pair,
the same function as the old coefficients in the old pair. -/
theorem combine_recombine {T : Matrix (Fin 2) (Fin 2) ℂ} (hT : IsUnit T.det)
    (a : Fin 2 → ℂ) (u : Fin 2 → V) :
    combine ((T⁻¹)ᵀ *ᵥ a) (recombine T u) = combine a u := by
  have h : ∀ c : Fin 2 → ℂ, combine c (recombine T u) = combine (c ᵥ* T) u := by
    intro c
    simp only [combine, recombine, Matrix.vecMul, dotProduct, Fin.sum_univ_two]
    module
  rw [h, Matrix.mulVec_transpose, Matrix.vecMul_vecMul, Matrix.nonsing_inv_mul _ hT,
    Matrix.vecMul_one]
```

The symbol `*ᵥ` multiplies a matrix by a column vector, so `(T⁻¹)ᵀ *ᵥ a` is $(T^{-1})^ta$. For any coefficients $c$ in the new pair,

$$\sum_ic_i\tilde u_i=\sum_j\Big(\sum_ic_iT_{ij}\Big)u_j=\sum_j(cT)_ju_j .$$

Now take $c=(T^{-1})^ta$. As a row vector this is $aT^{-1}$, hence $cT=aT^{-1}T=a$, and the sum is $\sum_ja_ju_j$.

The auxiliary statement `h` is the displayed identity, closed by the tactic `module`, which checks identities between linear combinations. The final rewriting turns the transpose into a row product and cancels $T^{-1}T$. No derivative or boundary condition enters.

```lean
/-- The matrix `M` of a bilinear radial form becomes `T M Tᵗ` in the recombined pair. -/
theorem radialMatrix_recombine (B : V →ₗ[ℂ] V →ₗ[ℂ] ℂ) (T : Matrix (Fin 2) (Fin 2) ℂ)
    (u : Fin 2 → V) :
    radialMatrix B (recombine T u) = T * radialMatrix B u * Tᵀ := by
  ext i j
  simp [radialMatrix, recombine, combine, Matrix.mul_apply, Fin.sum_univ_two]
  ring
```

Bilinearity gives

$$\tilde M_{ij}=B\Big(\sum_pT_{ip}u_p,\sum_qT_{jq}u_q\Big)=\sum_{p,q}T_{ip}M_{pq}T_{jq}=(TMT^t)_{ij}.$$

The proof compares entries: `simp` expands the form and the sums, and `ring` settles the remaining identity between complex numbers. Again $T$ may be singular.

## All four statements for a space of admissible functions

```lean
/-- Let the radial functions be differentiable at `R`, and let their value-slope matrix and `T` be
invertible. For any boundary data, the old and the recombined radial pair each have exactly one
matching coefficient vector. The two vectors are related by the inverse transpose of `T` and give
the same function, and the matrix `M` of a bilinear radial form becomes `T M Tᵗ`. -/
theorem matching_covariance {R : ℝ} (W : Submodule ℂ (ℝ → ℂ)) (B : W →ₗ[ℂ] W →ₗ[ℂ] ℂ)
    (u : Fin 2 → W) (hu : ∀ i, DifferentiableAt ℝ (u i : ℝ → ℂ) R)
    (hS : IsUnit (valueSlope R (fun i => (u i : ℝ → ℂ))).det)
    {T : Matrix (Fin 2) (Fin 2) ℂ} (hT : IsUnit T.det) (b : Fin 2 → ℂ) :
    ∃ a : Fin 2 → ℂ,
      (∀ c, Matches R (combine c u : W) b ↔ c = a) ∧
      (∀ c, Matches R (combine c (recombine T u) : W) b ↔ c = (T⁻¹)ᵀ *ᵥ a) ∧
      combine ((T⁻¹)ᵀ *ᵥ a) (recombine T u) = combine a u ∧
      radialMatrix B (recombine T u) = T * radialMatrix B u * Tᵀ := by
  have hc : ∀ (c : Fin 2 → ℂ) (w : Fin 2 → W),
      ((combine c w : W) : ℝ → ℂ) = combine c (fun i => (w i : ℝ → ℂ)) := by
    intro c w
    simp [combine]
  have hr : (fun i => ((recombine T u i : W) : ℝ → ℂ)) =
      recombine T (fun i => (u i : ℝ → ℂ)) :=
    funext fun i => hc (T i) u
  refine ⟨b ᵥ* (valueSlope R (fun i => (u i : ℝ → ℂ)))⁻¹, fun c => ?_, fun c => ?_,
    combine_recombine hT _ u, radialMatrix_recombine B T u⟩
  · rw [hc]
    exact matches_iff hu hS b c
  · -- the new value-slope matrix is the product of two invertible matrices
    have hS' : IsUnit (valueSlope R (recombine T (fun i => (u i : ℝ → ℂ)))).det := by
      rw [valueSlope_recombine hu, Matrix.det_mul]
      exact hT.mul hS
    rw [hc, hr, matches_iff (u := recombine T (fun i => (u i : ℝ → ℂ)))
        (fun i => (hasDerivAt_combine hu (T i)).differentiableAt) hS' b c,
      valueSlope_recombine hu, Matrix.mul_inv_rev, ← Matrix.vecMul_vecMul,
      Matrix.mulVec_transpose]
```

The functions now lie in $W$, a linear subspace of all functions from $\mathbb R$ to $\mathbb C$, and $B$ is a bilinear form on $W$. The subspace is there because a radial integral need not converge for arbitrary functions, and a Hamiltonian form also needs enough derivatives. The user chooses a $W$ on which the form is well defined. The notation `(u i : ℝ → ℂ)` views an element of $W$ as an ordinary function.

The conclusion begins with `∃ a`, "there is a coefficient vector $a$", and joins four claims by `∧`, "and". The first says that a vector $c$ matches in the old pair if and only if $c=a$: the vector $a$ works, and no other does. The second says the same of the new pair with $(T^{-1})^ta$ in place of $a$. The third is the equality of the two functions, and the fourth is $\tilde M=TMT^t$.

By hand, the old solution is $a=bS^{-1}$. The new value-slope matrix is $TS$, with $\det(TS)=\det T\,\det S\neq0$, so the new pair also has exactly one solution:

$$\tilde a=b(TS)^{-1}=bS^{-1}T^{-1}=aT^{-1}=(T^{-1})^ta .$$

The last step only changes a row product into a column product.

In the proof, `hc` and `hr` record that combining inside $W$ agrees with combining ordinary functions. The `refine` line supplies $a=bS^{-1}$ and settles the third and fourth claims by the two preceding theorems. The first bullet is `matches_iff` for the old pair. The second shows in `hS'` that $\det(TS)\neq0$, applies `matches_iff` to the new pair, and follows the displayed chain, with `Matrix.mul_inv_rev` providing $(TS)^{-1}=S^{-1}T^{-1}$.

The theorem treats one channel and one sphere, with value and slope as the only conditions. Differentiability at $R$ is two-sided, so the radial functions must be defined slightly beyond the sphere. Local orbitals that bring in a third radial function are not included.

## Matrix elements keep their value

```lean
/-- The value of a bilinear radial form between two combinations, computed from coefficients and
radial matrix, is the same in the old and in the recombined pair. -/
theorem matrixElement_invariant (B : V →ₗ[ℂ] V →ₗ[ℂ] ℂ) {T : Matrix (Fin 2) (Fin 2) ℂ}
    (hT : IsUnit T.det) (u : Fin 2 → V) (a c : Fin 2 → ℂ) :
    ((T⁻¹)ᵀ *ᵥ a) ⬝ᵥ (radialMatrix B (recombine T u) *ᵥ ((T⁻¹)ᵀ *ᵥ c)) =
      a ⬝ᵥ (radialMatrix B u *ᵥ c) := by
  -- both sides are the form evaluated on the combined functions
  have h : ∀ (x y : Fin 2 → ℂ) (w : Fin 2 → V),
      x ⬝ᵥ (radialMatrix B w *ᵥ y) = B (combine x w) (combine y w) := by
    intro x y w
    simp [radialMatrix, combine, Matrix.mulVec, dotProduct, Fin.sum_univ_two]
    ring
  rw [h, h, combine_recombine hT, combine_recombine hT]
```

The symbol `⬝ᵥ` is the dot product without conjugation. With $\tilde a=(T^{-1})^ta$ and $\tilde c=(T^{-1})^tc$, the theorem states

$$\tilde a^{\,t}\tilde M\tilde c=a^tMc$$

for any two coefficient vectors, in particular for those matched to two different plane waves. In matrix form,

$$\tilde a^{\,t}\tilde M\tilde c=a^tT^{-1}\,(TMT^t)\,(T^{-1})^tc=a^tMc .$$

The proof takes a slightly different route. Its step `h` shows that such an expression is always $B$ evaluated on the two combined functions, and `combine_recombine` says that these functions have not changed.

LAPW matrix elements carry a complex conjugate on the left coefficients. When the radial functions and $T$ are real, this case follows by putting $a^*$ for $a$, since $a^*$ then transforms in the same way as $a$.

## The overlap integral

```lean
/-- For continuous radial functions, the matrix `O` of radial overlap integrals becomes
`T O Tᵗ` in the recombined pair. -/
theorem overlap_recombine (R : ℝ) {u : Fin 2 → ℝ → ℂ} (hu : ∀ i, Continuous (u i))
    (T : Matrix (Fin 2) (Fin 2) ℂ) :
    overlap R (recombine T u) = T * overlap R u * Tᵀ := by
  ext i j
  -- expand the integrand into the four products of old radial functions
  have e : ∀ r : ℝ, (r : ℂ) ^ 2 * recombine T u i r * recombine T u j r =
      ∑ p : Fin 2 × Fin 2, T i p.1 * T j p.2 * ((r : ℂ) ^ 2 * u p.1 r * u p.2 r) := by
    intro r
    simp only [recombine, combine, Fintype.sum_prod_type, Fin.sum_univ_two, Pi.add_apply,
      Pi.smul_apply, smul_eq_mul]
    ring
  have hint : ∀ p ∈ (Finset.univ : Finset (Fin 2 × Fin 2)), IntervalIntegrable
      (fun r : ℝ => T i p.1 * T j p.2 * ((r : ℂ) ^ 2 * u p.1 r * u p.2 r))
      MeasureTheory.volume 0 R := fun p _ =>
    (continuous_const.mul (((Complex.continuous_ofReal.pow 2).mul (hu p.1)).mul
      (hu p.2))).intervalIntegrable _ _
  simp only [overlap, Matrix.of_apply, e]
  rw [intervalIntegral.integral_finsetSum hint]
  simp only [intervalIntegral.integral_const_mul, Fintype.sum_prod_type, Fin.sum_univ_two,
    Matrix.mul_apply, Matrix.transpose_apply, Matrix.of_apply]
  ring

end

end LAPWMatching
```

For radial functions continuous on the whole real line, $r=0$ included (the hypothesis `hu`), the concrete overlap obeys the same law, $\tilde O=TOT^t$. Expanding the integrand gives

$$r^2\,\tilde u_i(r)\,\tilde u_j(r)=\sum_{p,q}T_{ip}T_{jq}\;r^2u_p(r)u_q(r),$$

and integrating the four terms separately gives

$$\tilde O_{ij}=\sum_{p,q}T_{ip}\,O_{pq}\,T_{jq}=(TOT^t)_{ij}.$$

In the code the pair $(p,q)$ is the single index `p`, with components `p.1` and `p.2`. The step `e` is the expansion. The step `hint` shows that each term is integrable because it is continuous on the closed interval between $0$ and $R$, which permits exchanging sum and integral. The constants then come out of the integrals, and `ring` compares the two sides. Neither differentiability at $R$ nor invertibility of $S$ or $T$ is needed.

```lean
#print axioms LAPWMatching.matching_covariance
#print axioms LAPWMatching.matrixElement_invariant
#print axioms LAPWMatching.overlap_recombine
```

```
'LAPWMatching.matching_covariance' depends on axioms: [propext, Classical.choice, Quot.sound]
'LAPWMatching.matrixElement_invariant' depends on axioms: [propext, Classical.choice, Quot.sound]
'LAPWMatching.overlap_recombine' depends on axioms: [propext, Classical.choice, Quot.sound]
```
